# For a Unit Square Lattice Rotated by arccos(4/5), the Coincidence Lattice Has Index 5 and the DSC Lattice Is Its Dual

Q: Two grains of a simple cubic crystal meet at a (001) twist boundary. Each contributes a square net, and one net is turned by arccos(4/5), about 36.87°, around a common lattice point. I am told that one site in five coincides, and that the boundary has its own set of shift vectors, finer than either crystal's. You have a formal proof about subgroups. Why should I believe that it describes this boundary?

A: Let us settle the geometry by hand first. With the lattice constant as unit of length, one net is Z² and the other is RZ², where

R(q₀, q₁) = ((4q₀ − 3q₁)/5, (3q₀ + 4q₁)/5).

The shared sites form the coincidence lattice Z² ∩ RZ². The sums p + Rq, with p and q in Z², form the displacement-shift-complete (DSC) lattice Z² + RZ². Write c = (1, 2) and d = (2, −1). I claim that c and d generate the first lattice, and c/5 and d/5 the second.

Q: Start with the DSC lattice, then.

A: Given p and q, set

k = p₀ + 2p₁ + 2q₀ + q₁ and l = 2p₀ − p₁ + q₀ − 2q₁.

Then k + 2l = 5p₀ + 4q₀ − 3q₁ and 2k − l = 5p₁ + 3q₀ + 4q₁. Dividing by 5 gives the two coordinates of

p + Rq = k c/5 + l d/5.

Conversely, for any integers k and l,

k c/5 + l d/5 = (k + l, k − l) + R(−k, l),

so every such combination is a DSC vector.

Q: And the shared sites? I would have searched for integer vectors that stay integer under the inverse rotation.

A: Duality saves the search. The dual of a lattice consists of all vectors w whose dot product with every lattice vector is an integer. The dual of a sum of lattices is the intersection of their duals: each lattice is contained in the sum, and if w has integer dot products with a and with b, it has one with a + b. Z² is its own dual. So is RZ²: since w·Rm = (Rᵀw)·m, the dot products are integers for all m in Z² exactly when Rᵀw is in Z², that is, when w is in RZ². Hence the dual of the DSC lattice is the coincidence lattice. Testing w against c/5 and d/5 gives

w₀ + 2w₁ = 5k and 2w₀ − w₁ = 5l,

whose solution is w₀ = k + 2l, w₁ = 2k − l, or w = k c + l d.

For the index, an integer vector x is a coincidence vector exactly when 2x₀ − x₁ is divisible by 5. If x = k c + l d, this number is 5l; if it equals 5l, take k = x₀ − 2l. All five remainders occur, because (0, −m) gives m. So the index is 5.

Finally, w has integer dot products k and l with c and d exactly when

w₀ = (k + 2l)/5 and w₁ = (2k − l)/5,

which says w = k c/5 + l d/5. The dual of the coincidence lattice is therefore the DSC lattice.

Q: I accept that. Now show me that the code speaks of the same objects. What is a crystal there?

In Lean 4 with Mathlib:

```lean
import Mathlib

open Matrix

namespace CoincidenceAndShiftLattices

variable {n : Type*}

/-- The integer lattice: all real vectors with integer coordinates, in any dimension. -/
def intLattice (n : Type*) : AddSubgroup (n → ℝ) :=
  ((Int.castAddHom ℝ).compLeft n).range
```

A: `intLattice n` is the set of real vectors with integer coordinates, one coordinate for each element of `n`. For our net, `n` is `Fin 2`, with coordinates numbered 0 and 1. The vectors are real because the rotated net does not have integer coordinates.

```lean
/-- The image of a lattice under a linear map given by a matrix. -/
def rotate [Fintype n] (R : Matrix n n ℝ) (L : AddSubgroup (n → ℝ)) :
    AddSubgroup (n → ℝ) :=
  L.map R.mulVecLin.toAddMonoidHom
```

Q: `rotate` accepts any matrix. That is hardly a rotation.

A: The name promises more than the definition; orthogonality appears as a hypothesis where it is needed. That hypothesis, Rᵀ R = 1, also admits reflections, so the general duality covers mirror twins of the integer lattice too.

```lean
/-- The dual lattice: all vectors having integer dot product with every vector of `L`. -/
def dualLattice [Fintype n] (L : AddSubgroup (n → ℝ)) : AddSubgroup (n → ℝ) where
  carrier := {w | ∀ v ∈ L, ∃ k : ℤ, w ⬝ᵥ v = k}
  zero_mem' := fun v _ => ⟨0, by simp⟩
  add_mem' := by
    intro a b ha hb v hv
    obtain ⟨k, hk⟩ := ha v hv
    obtain ⟨l, hl⟩ := hb v hv
    exact ⟨k + l, by rw [add_dotProduct, hk, hl]; push_cast; rfl⟩
  neg_mem' := by
    intro a ha v hv
    obtain ⟨k, hk⟩ := ha v hv
    exact ⟨-k, by rw [neg_dotProduct, hk]; push_cast; rfl⟩
```

Q: Is this dual my reciprocal lattice?

A: Yes, in the crystallographer's convention without the factor 2π, and with the lattice constant as unit of length. For a lattice constant a, the DSC lattice is a² times the dual of the coincidence lattice. The fields after `carrier` check that the set contains zero and is closed under addition and negation.

```lean
/-- The coincidence lattice: points shared by the integer lattice and its image under `R`. -/
def csl [Fintype n] (R : Matrix n n ℝ) : AddSubgroup (n → ℝ) :=
  intLattice n ⊓ rotate R (intLattice n)

/-- The displacement-shift-complete (DSC) lattice: sums of a vector of the integer lattice
and a vector of its image under `R`. -/
def dsc [Fintype n] (R : Matrix n n ℝ) : AddSubgroup (n → ℝ) :=
  intLattice n ⊔ rotate R (intLattice n)
```

A: In these two definitions `⊓` is intersection and `⊔` is the subgroup generated by both lattices, which here is the set of all sums.

The final theorem, `sigma5_coincidence_and_dsc`, has four parts: the coincidence generators, the index, the DSC generators, and the statement that the dual of the coincidence lattice is the DSC lattice. `AddSubgroup.closure {a, b}` means all integer combinations of a and b. `relIndex` counts the cosets of the coincidence lattice within the integer lattice, which is your "one site in five".

Q: What does it leave out?

A: Everything except lattice points: the atomic basis, relaxation, boundary energy, and the stacking of atomic planes along the boundary normal. The angle is exact, and the explicit generators belong to this one rotation of a square net. Within that rigid planar model, c and d span a periodic cell for simulating the unrelaxed twist boundary, with five times the area of the primitive square.

Q: Then take me through the proof.

```lean
/-- The integer lattice is its own dual. -/
theorem dual_intLattice [Fintype n] [DecidableEq n] :
    dualLattice (intLattice n) = intLattice n := by
  ext w
  constructor
  · intro h
    -- test against the coordinate unit vectors
    have hw : ∀ i, ∃ k : ℤ, w i = k := by
      intro i
      obtain ⟨k, hk⟩ := h (Pi.single i 1) ⟨Pi.single i 1, by
        funext j
        change (((Pi.single i 1 : n → ℤ) j : ℤ) : ℝ) = (Pi.single i 1 : n → ℝ) j
        simp [Pi.single_apply]⟩
      exact ⟨k, by simpa using hk⟩
    choose k hk using hw
    exact ⟨k, funext fun i => (hk i).symm⟩
  · rintro ⟨k, rfl⟩ _ ⟨m, rfl⟩
    refine ⟨∑ i, k i * m i, ?_⟩
    change ∑ i, (k i : ℝ) * (m i : ℝ) = _
    push_cast
    rfl
```

A: This is the self-duality of the integer lattice. Dotting w with the unit vector `Pi.single i 1` reads off its coordinate i, which must be an integer. In the other direction, a sum of products of integers is an integer.

```lean
/-- For an orthogonal matrix, the dual of the rotated lattice is the rotated dual lattice. -/
theorem dual_rotate [Fintype n] [DecidableEq n] {R : Matrix n n ℝ} (hR : Rᵀ * R = 1)
    (L : AddSubgroup (n → ℝ)) :
    dualLattice (rotate R L) = rotate R (dualLattice L) := by
  ext w
  constructor
  · intro h
    refine ⟨Rᵀ *ᵥ w, fun v hv => ?_, ?_⟩
    · rw [Matrix.mulVec_transpose, ← Matrix.dotProduct_mulVec]
      exact h (R *ᵥ v) ⟨v, hv, rfl⟩
    · change R *ᵥ (Rᵀ *ᵥ w) = w
      rw [Matrix.mulVec_mulVec, mul_eq_one_comm.mp hR, Matrix.one_mulVec]
  · rintro ⟨u, hu, rfl⟩ _ ⟨v, hv, rfl⟩
    change ∃ k : ℤ, (R *ᵥ u) ⬝ᵥ (R *ᵥ v) = k
    rw [Matrix.dotProduct_mulVec, ← Matrix.mulVec_transpose, Matrix.mulVec_mulVec, hR,
      Matrix.one_mulVec]
    exact hu v hv
```

A: Here a dual is carried along by an orthogonal matrix. Given w in the dual of the rotated lattice, the proof offers Rᵀw as its preimage and moves R across the dot product, as we did by hand. The reverse direction uses the fact that an orthogonal matrix preserves dot products.

```lean
/-- In any dimension and for any orthogonal matrix, the dual of the DSC lattice is the
coincidence lattice. -/
theorem dual_dsc [Fintype n] [DecidableEq n] {R : Matrix n n ℝ} (hR : Rᵀ * R = 1) :
    dualLattice (dsc R) = csl R := by
  -- the dual of a sum is the intersection of the duals
  have hsup : ∀ L M : AddSubgroup (n → ℝ),
      dualLattice (L ⊔ M) = dualLattice L ⊓ dualLattice M := by
    intro L M
    ext w
    constructor
    · intro h
      exact ⟨fun v hv => h v (AddSubgroup.mem_sup_left hv),
        fun v hv => h v (AddSubgroup.mem_sup_right hv)⟩
    · rintro ⟨hL, hM⟩ v hv
      obtain ⟨a, ha, b, hb, rfl⟩ := AddSubgroup.mem_sup.1 hv
      obtain ⟨k, hk⟩ := hL a ha
      obtain ⟨l, hl⟩ := hM b hb
      exact ⟨k + l, by rw [dotProduct_add, hk, hl]; push_cast; rfl⟩
  rw [dsc, csl, hsup, dual_rotate hR, dual_intLattice]
```

A: The inner statement `hsup` says that the dual of a sum is the intersection of the duals. The last line combines it with the two previous results.

Q: Does orthogonality really matter there?

A: Take one dimension and R = (2). The two lattices are Z and 2Z. Their sum is Z, whose dual is Z, but their intersection is 2Z. Without orthogonality the theorem fails.

Q: You still owe me the shifts. Why should a sum of two lattices have anything to do with displacing a grain?

```lean
/-- After a rigid shift of the rotated crystal by `t`, the two crystals share a lattice point
if and only if `t` is a DSC vector. -/
theorem shift_coincidence_iff [Fintype n] (R : Matrix n n ℝ) (t : n → ℝ) :
    (∃ p ∈ intLattice n, ∃ q ∈ rotate R (intLattice n), p = t + q) ↔ t ∈ dsc R := by
  constructor
  · rintro ⟨p, hp, q, hq, h⟩
    exact AddSubgroup.mem_sup.2 ⟨p, hp, -q, neg_mem hq, by rw [h]; abel⟩
  · intro h
    obtain ⟨a, ha, b, hb, rfl⟩ := AddSubgroup.mem_sup.1 h
    exact ⟨a, ha, -b, neg_mem hb, by abel⟩
```

A: Displace the rotated crystal rigidly by t. A shared site means p = t + q, with p in the fixed lattice and q in the rotated one. Then t = p − q, which is a DSC vector; reading the equation backwards gives the converse. No orthogonality is required. Once one site is shared, adding any coincidence vector to it gives another. Conversely, any two shared sites differ by a coincidence vector, because their difference lies in both unshifted lattices. So the whole pattern of shared sites reappears, merely translated.

```lean
/-- A planar vector lies in the lattice generated by `a` and `b` if and only if its coordinates
are those of an integer combination of `a` and `b`. -/
theorem mem_pair (a b v : Fin 2 → ℝ) : v ∈ AddSubgroup.closure {a, b} ↔
    ∃ k l : ℤ, v 0 = k * a 0 + l * b 0 ∧ v 1 = k * a 1 + l * b 1 := by
  rw [AddSubgroup.mem_closure_pair]
  constructor
  · rintro ⟨k, l, rfl⟩
    exact ⟨k, l, by simp, by simp⟩
  · rintro ⟨k, l, h0, h1⟩
    refine ⟨k, l, ?_⟩
    ext i
    fin_cases i
    · simp [h0]
    · simp [h1]

/-- A planar vector is in the dual of the lattice generated by `a` and `b` if and only if its
dot products with `a` and `b` are integers. -/
theorem mem_dual_pair (a b w : Fin 2 → ℝ) :
    w ∈ dualLattice (AddSubgroup.closure {a, b}) ↔
      (∃ k : ℤ, w 0 * a 0 + w 1 * a 1 = k) ∧ ∃ l : ℤ, w 0 * b 0 + w 1 * b 1 = l := by
  have hdot : ∀ u : Fin 2 → ℝ, w ⬝ᵥ u = w 0 * u 0 + w 1 * u 1 := fun u => by
    simp [dotProduct, Fin.sum_univ_two]
  constructor
  · intro h
    rw [← hdot, ← hdot]
    exact ⟨h a (AddSubgroup.subset_closure (by simp)),
      h b (AddSubgroup.subset_closure (by simp))⟩
  · rintro ⟨⟨p, hp⟩, q, hq⟩ v hv
    obtain ⟨k, l, h0, h1⟩ := (mem_pair a b v).1 hv
    refine ⟨k * p + l * q, ?_⟩
    rw [hdot, h0, h1]
    push_cast
    linear_combination (k : ℝ) * hp + (l : ℝ) * hq
```

A: These two lemmas turn planar membership questions into coordinates. `mem_pair` writes a vector as an integer combination of two generators. `mem_dual_pair` says that integrality need only be tested on the generators; `linear_combination` extends it to every other lattice vector.

```lean
/-- The planar rotation with cosine 4/5 and sine 3/5. -/
noncomputable def sigma5 : Matrix (Fin 2) (Fin 2) ℝ := !![4/5, -3/5; 3/5, 4/5]

/-- The matrix `sigma5` is orthogonal. -/
theorem sigma5_orthogonal_witness : sigma5ᵀ * sigma5 = 1 := by
  ext i j
  fin_cases i <;> fin_cases j <;>
    norm_num [sigma5, Matrix.mul_apply, Fin.sum_univ_succ]
```

Q: So this is where our particular boundary enters.

A: Yes. `sigma5` is the matrix R above, and its orthogonality is checked entry by entry.

```lean
/-- The DSC lattice of `sigma5` is generated by (1,2)/5 and (2,-1)/5. -/
theorem dsc_sigma5 :
    dsc sigma5 = AddSubgroup.closure {![1/5, 2/5], ![2/5, -1/5]} := by
  have hR : ∀ u : Fin 2 → ℝ,
      sigma5 *ᵥ u = ![4/5 * u 0 + -3/5 * u 1, 3/5 * u 0 + 4/5 * u 1] := by
    intro u
    ext i
    fin_cases i <;> simp [sigma5, Matrix.mulVec, dotProduct, Fin.sum_univ_two]
  ext v
  rw [mem_pair]
  constructor
  · intro hv
    obtain ⟨_, ⟨p, rfl⟩, _, ⟨_, ⟨q, rfl⟩, rfl⟩, rfl⟩ := AddSubgroup.mem_sup.1 hv
    refine ⟨p 0 + 2 * p 1 + 2 * q 0 + q 1, 2 * p 0 - p 1 + q 0 - 2 * q 1, ?_, ?_⟩
    · change (p 0 : ℝ) + (sigma5 *ᵥ fun i => (q i : ℝ)) 0 = _ * (1/5) + _ * (2/5)
      rw [hR]
      change (p 0 : ℝ) + (4/5 * (q 0 : ℝ) + -3/5 * (q 1 : ℝ)) = _
      push_cast
      ring
    · change (p 1 : ℝ) + (sigma5 *ᵥ fun i => (q i : ℝ)) 1 = _ * (2/5) + _ * (-1/5)
      rw [hR]
      change (p 1 : ℝ) + (3/5 * (q 0 : ℝ) + 4/5 * (q 1 : ℝ)) = _
      push_cast
      ring
  · rintro ⟨k, l, h0, h1⟩
    change v 0 = k * (1/5) + l * (2/5) at h0
    change v 1 = k * (2/5) + l * (-1/5) at h1
    -- split the vector into an integer part and a rotated integer part
    refine AddSubgroup.mem_sup.2 ⟨fun i => ((![k + l, k - l] : Fin 2 → ℤ) i : ℝ),
      ⟨![k + l, k - l], rfl⟩, sigma5 *ᵥ (fun i => ((![-k, l] : Fin 2 → ℤ) i : ℝ)),
      ⟨_, ⟨![-k, l], rfl⟩, rfl⟩, ?_⟩
    rw [hR]
    ext i
    fin_cases i
    · change ((k + l : ℤ) : ℝ) + (4/5 * ((-k : ℤ) : ℝ) + -3/5 * (l : ℝ)) = v 0
      rw [h0]
      push_cast
      ring
    · change ((k - l : ℤ) : ℝ) + (3/5 * ((-k : ℤ) : ℝ) + 4/5 * (l : ℝ)) = v 1
      rw [h1]
      push_cast
      ring
```

A: This is the first hand computation. The two integer expressions after `refine` are our k and l, and `ring` confirms each coordinate. The converse uses the same splitting, with integer part (k + l, k − l) and rotated part R(−k, l).

```lean
/-- For the rotation `sigma5`, the coincidence lattice is generated by (1,2) and (2,-1) and has
index 5 in the integer lattice; the DSC lattice is generated by (1,2)/5 and (2,-1)/5 and is the
dual of the coincidence lattice. -/
theorem sigma5_coincidence_and_dsc :
    csl sigma5 = AddSubgroup.closure {![1, 2], ![2, -1]} ∧
    (csl sigma5).relIndex (intLattice (Fin 2)) = 5 ∧
    dsc sigma5 = AddSubgroup.closure {![1/5, 2/5], ![2/5, -1/5]} ∧
    dualLattice (csl sigma5) = dsc sigma5 := by
  -- the coincidence generators follow from the DSC generators by duality
  have hcsl : csl sigma5 = AddSubgroup.closure {![1, 2], ![2, -1]} := by
    rw [← dual_dsc sigma5_orthogonal_witness, dsc_sigma5]
    ext w
    rw [mem_dual_pair, mem_pair]
    change ((∃ k : ℤ, w 0 * (1/5) + w 1 * (2/5) = k) ∧
      ∃ l : ℤ, w 0 * (2/5) + w 1 * (-1/5) = l) ↔
      ∃ k l : ℤ, w 0 = k * 1 + l * 2 ∧ w 1 = k * 2 + l * (-1)
    constructor
    · rintro ⟨⟨k, hk⟩, l, hl⟩
      exact ⟨k, l, by linarith, by linarith⟩
    · rintro ⟨k, l, h0, h1⟩
      exact ⟨⟨k, by linarith⟩, l, by linarith⟩
  refine ⟨hcsl, ?_, dsc_sigma5, ?_⟩
  · -- the coincidence lattice is the kernel of a map onto the integers mod 5
    let g : (Fin 2 → ℤ) →+ ZMod 5 :=
      AddMonoidHom.mk' (fun x => ((2 * x 0 - x 1 : ℤ) : ZMod 5)) (by
        intro x y
        simp only [Pi.add_apply]
        push_cast
        ring)
    have hker : (csl sigma5).comap ((Int.castAddHom ℝ).compLeft (Fin 2)) = g.ker := by
      ext x
      rw [hcsl, AddSubgroup.mem_comap, mem_pair, AddMonoidHom.mem_ker]
      change (∃ k l : ℤ, (x 0 : ℝ) = k * 1 + l * 2 ∧ (x 1 : ℝ) = k * 2 + l * (-1)) ↔
        ((2 * x 0 - x 1 : ℤ) : ZMod 5) = 0
      rw [CharP.intCast_eq_zero_iff (ZMod 5) 5]
      constructor
      · rintro ⟨k, l, h0, h1⟩
        have h0' : x 0 = k * 1 + l * 2 := by exact_mod_cast h0
        have h1' : x 1 = k * 2 + l * (-1) := by exact_mod_cast h1
        exact ⟨l, by push_cast; linarith⟩
      · rintro ⟨l, hl⟩
        have h1 : x 1 = 2 * x 0 - 5 * l := by
          push_cast at hl
          linarith
        exact ⟨x 0 - 2 * l, l, by push_cast; ring, by rw [h1]; push_cast; ring⟩
    have hsurj : Function.Surjective g := by
      intro z
      obtain ⟨m, rfl⟩ := ZMod.intCast_surjective z
      refine ⟨![0, -m], ?_⟩
      change ((2 * 0 - -m : ℤ) : ZMod 5) = m
      simp
    rw [intLattice, ← AddSubgroup.index_comap, hker, AddSubgroup.index_ker,
      AddMonoidHom.range_eq_top.mpr hsurj, AddSubgroup.card_top, Nat.card_zmod]
  · rw [hcsl, dsc_sigma5]
    ext w
    rw [mem_dual_pair, mem_pair]
    change ((∃ k : ℤ, w 0 * 1 + w 1 * 2 = k) ∧ ∃ l : ℤ, w 0 * 2 + w 1 * (-1) = l) ↔
      ∃ k l : ℤ, w 0 = k * (1/5) + l * (2/5) ∧ w 1 = k * (2/5) + l * (-1/5)
    constructor
    · rintro ⟨⟨k, hk⟩, l, hl⟩
      exact ⟨k, l, by linarith, by linarith⟩
    · rintro ⟨k, l, h0, h1⟩
      exact ⟨⟨k, by linarith⟩, l, by linarith⟩

end CoincidenceAndShiftLattices
```

Q: The last proof is long. Which part is which?

A: `hcsl` obtains the coincidence generators by duality: it rewrites the coincidence lattice as the dual of the DSC lattice, and `linarith` solves the two linear equations for w₀ and w₁.

For the index, `g` sends x to 2x₀ − x₁ modulo 5. `hker` shows that its kernel is the coincidence lattice, viewed inside the integer vectors, and `hsurj` shows that every remainder occurs. The closing rewrites identify the index of a kernel with the size of the image, which is 5.

The last block solves the dot-product equations for c and d, giving the converse duality.

Q: So the general theorem takes the dual of the DSC lattice, and this block takes the dual of the coincidence lattice?

A: Exactly. The first direction is proved for every orthogonal matrix in any finite dimension, the second for this rotation from its explicit generators. The second does not hold for every angle. At 45° the two nets share only the origin, so the dual of the coincidence set is the whole plane. The sums p + Rq are then dense in the plane, so they form no true lattice, but they are countable and do not fill it.

```lean
#print axioms CoincidenceAndShiftLattices.shift_coincidence_iff
-- 'CoincidenceAndShiftLattices.shift_coincidence_iff' depends on axioms: [propext, Classical.choice, Quot.sound]
#print axioms CoincidenceAndShiftLattices.sigma5_coincidence_and_dsc
-- 'CoincidenceAndShiftLattices.sigma5_coincidence_and_dsc' depends on axioms: [propext, Classical.choice, Quot.sound]
```
